# The Sternheimer equation as a minimum principle on the range of a projector

Let $H(t)$ be a Hamiltonian matrix depending on a real parameter $t$, with a state vector $u(t)$ and a real energy $E(t)$ that satisfy $H(t)u(t) = E(t)u(t)$. Write $H, u, E$ for the values at $t=0$ and $H', u', E'$ for the derivatives there. Differentiating the eigenvalue equation gives a linear system for $u'$ with matrix $H-E$, and for $u \neq 0$ this matrix is singular, because $(H-E)u = 0$. Any multiple of $u$ can be added to a solution. A naive minimisation does no better: if $H$ has an eigenvalue below $E$, the form $\langle v,(H-E)v\rangle$ takes negative values and a quadratic functional built on it has no lower bound. The textbook sum over states avoids the singularity, but it needs every eigenvector that $H'u$ couples to. Restricting the problem to a subspace that $H$ maps into itself and on which $H-E$ is positive removes these difficulties for the component of $u'$ in that subspace.

## The projected first-order state

The state space is $\mathbb{C}^n$ with $\langle x,y\rangle = \sum_i \overline{x_i}\,y_i$. Let $H$ be Hermitian, and let $Q$ be an orthogonal projector, $Q^\dagger = Q = Q^2$, with $QH = HQ$ and $Qu = 0$. Set $A = H - E$ and $b = H'u$, and assume $\mathrm{Re}\langle v, Av\rangle > 0$ for every nonzero $v$ in the range of $Q$. Since $H$ maps that range into itself, the condition says that all eigenvalues of $H$ there lie above $E$; for an occupied state $u$ of an insulator described by independent electrons, $Q$ can be taken as the projector on the empty states, and the condition is supplied by the gap. Define
$$F[v] = \mathrm{Re}\langle v, Av\rangle + 2\,\mathrm{Re}\langle v, b\rangle .$$
The claim is that $w = Qu'$ is the only solution in the range of $Q$ of the Sternheimer equation $Aw = -Qb$, and that $F[w] < F[v]$ for every other $v$ in that range.

The product rule applied to $H(t)u(t) = E(t)u(t)$ at $t=0$ gives $H'u + Hu' = E'u + Eu'$, that is
$$(H-E)u' = E'u - H'u .$$
Apply $Q$. On the left $Q(H-E) = (H-E)Q$, and on the right $E'Qu = 0$, so
$$(H-E)\,Qu' = -QH'u .$$
The unknown $E'$ has dropped out. Also $Qw = Q^2u' = w$, so $w$ lies in the range.

Now take $v$ with $Qv = v$ and put $d = v - w$, so that $Qd = d$. Expanding,
$$F[w+d] = F[w] + \mathrm{Re}\langle w,Ad\rangle + \mathrm{Re}\langle d,Aw\rangle + 2\,\mathrm{Re}\langle d,b\rangle + \mathrm{Re}\langle d,Ad\rangle .$$
Because $A$ is Hermitian, $\langle w,Ad\rangle = \langle Aw,d\rangle = \overline{\langle d,Aw\rangle}$, and the two cross terms have the same real part. The equation for $w$ gives $\langle d,Aw\rangle = -\langle d,Qb\rangle = -\langle Qd,b\rangle = -\langle d,b\rangle$. The three terms linear in $d$ cancel, leaving
$$F[v] = F[w] + \mathrm{Re}\langle v-w, A(v-w)\rangle .$$
For $v \neq w$ the last term is positive, which is the strict minimum. If $v$ in the range also solves the equation, then $Ad = 0$, hence $\langle d,Ad\rangle = 0$, and positivity forces $d = 0$.

An example is the band theory of an insulator with independent electrons, in a finite orthonormal basis that does not depend on the crystal momentum. Let $t$ be one component of that momentum, let $Q$ project on the empty states, and let the occupied states $u$ be normalised, with distinct energies at the momentum considered. The Berry curvature summed over the occupied bands is then built from inner products of the vectors $Qu'$ for two directions, and the result applies to each direction separately.

## Inner product, projector and functional in Lean

States are functions `n → ℂ` on a finite index type `n`, and operators are complex matrices acting through `*ᵥ`.

```lean
import Mathlib

open Matrix Filter Topology

namespace SternheimerVariational

noncomputable section

variable {n : Type*} [Fintype n]
```

The inner product is conjugate-linear in its first argument, as in Dirac notation.

```lean
/-- The inner product `⟨x, y⟩`, conjugate-linear in `x`. -/
def braket (x y : n → ℂ) : ℂ := star x ⬝ᵥ y

/-- `Q` is an orthogonal projector: Hermitian and idempotent. -/
structure IsOrthProj (Q : Matrix n n ℂ) : Prop where
  herm : Q.IsHermitian
  idem : Q * Q = Q
```

Membership in the range of $Q$ is written `Q *ᵥ v = v` throughout, which for an idempotent $Q$ is the same thing. Positivity is stated for the real part; when $Q = 0$ it holds vacuously, the range is $\{0\}$, and the claim reduces to $w = 0$.

```lean
/-- `Re ⟨v, A v⟩ > 0` for every nonzero `v` with `Q v = v`. -/
def PosDefOn (A Q : Matrix n n ℂ) : Prop :=
  ∀ v, Q *ᵥ v = v → v ≠ 0 → 0 < (braket v (A *ᵥ v)).re

/-- The quadratic functional `F[v] = Re ⟨v, A v⟩ + 2 Re ⟨v, b⟩`. -/
def functional (A : Matrix n n ℂ) (b v : n → ℂ) : ℝ :=
  (braket v (A *ᵥ v)).re + 2 * (braket v b).re
```

The structure `EigenPath` collects the analytic input: entrywise derivatives of $H$ and $u$ and a derivative of $E$ at $t = 0$, and the eigenvalue equation for all $t$ in some neighbourhood of $0$, which is the meaning of `∀ᶠ t in 𝓝 (0 : ℝ)`. The existence of a differentiable eigenvector branch is assumed and not derived. No normalisation or phase convention is imposed on $u(t)$, the vector $u$ is not required to be nonzero, and $E$ may be degenerate among the states that $Q$ annihilates.

```lean
/-- `H(t) u(t) = E(t) u(t)` for `t` near `0`, with `H`, `u`, `E` having derivatives
`H'`, `u'`, `E'` at `t = 0`. -/
structure EigenPath (H : ℝ → Matrix n n ℂ) (u : ℝ → n → ℂ) (E : ℝ → ℝ)
    (H' : Matrix n n ℂ) (u' : n → ℂ) (E' : ℝ) : Prop where
  dH : ∀ i j, HasDerivAt (fun t => H t i j) (H' i j) 0
  du : ∀ i, HasDerivAt (fun t => u t i) (u' i) 0
  dE : HasDerivAt E E' 0
  eig : ∀ᶠ t in 𝓝 (0 : ℝ), H t *ᵥ u t = (E t : ℂ) • u t
```

## Completing the square

The next five results concern arbitrary `A`, `Q` and `b`, with no parameter $t$. The first is $\langle Ax,y\rangle = \langle x,Ay\rangle$ for Hermitian $A$; it is used for both $A$ and $Q$.

```lean
/-- A Hermitian operator can be moved across the inner product. -/
theorem braket_herm {A : Matrix n n ℂ} (hA : A.IsHermitian) (x y : n → ℂ) :
    braket (A *ᵥ x) y = braket x (A *ᵥ y) := by
  unfold braket
  rw [Matrix.star_mulVec, hA.eq, Matrix.dotProduct_mulVec]
```

In `functional_gap`, `hsymm` states $\mathrm{Re}\langle x,y\rangle = \mathrm{Re}\langle y,x\rangle$, and `obtain ⟨d, rfl⟩` substitutes $v = w+d$. Then `hd` is $Qd = d$, `h1` is $\langle d,Aw\rangle = -\langle d,b\rangle$, and `h2` equates the real parts of the cross terms. After expansion by `simp only`, `linarith` performs the cancellation. Positivity is not needed for this identity, but the proof uses that $Q$ is Hermitian (in `h1`) and that $A$ is Hermitian (in `h2`).

```lean
/-- If `w` in the range of `Q` solves `A w = -Q b`, then for `v` in the range of `Q`
one has `F[v] = F[w] + Re ⟨v - w, A (v - w)⟩`. -/
theorem functional_gap {A Q : Matrix n n ℂ} (hA : A.IsHermitian) (hQ : Q.IsHermitian)
    {b v w : n → ℂ} (hv : Q *ᵥ v = v) (hw : Q *ᵥ w = w) (hs : A *ᵥ w = -(Q *ᵥ b)) :
    functional A b v = functional A b w + (braket (v - w) (A *ᵥ (v - w))).re := by
  have hsymm : ∀ x y : n → ℂ, (braket x y).re = (braket y x).re := by
    intro x y
    simp only [braket, dotProduct, Complex.re_sum, Pi.star_apply]
    refine Finset.sum_congr rfl fun i _ => ?_
    simp only [Complex.star_def, Complex.mul_re, Complex.conj_re, Complex.conj_im]
    ring
  obtain ⟨d, rfl⟩ : ∃ d, v = w + d := ⟨v - w, by abel⟩
  rw [Matrix.mulVec_add, hw] at hv
  have hd : Q *ᵥ d = d := add_left_cancel hv
  rw [add_sub_cancel_left]
  -- the cross terms cancel against the linear term
  have h1 : braket d (A *ᵥ w) = -braket d b :=
    calc braket d (A *ᵥ w) = -braket d (Q *ᵥ b) := by
          rw [hs]; simp only [braket, dotProduct_neg]
      _ = -braket d b := by rw [← braket_herm hQ, hd]
  have h2 : (braket w (A *ᵥ d)).re = (braket d (A *ᵥ w)).re := by
    rw [← braket_herm hA w d]; exact hsymm _ _
  have h3 := congrArg Complex.re h1
  simp only [functional, braket, star_add, Matrix.mulVec_add, add_dotProduct, dotProduct_add,
    Complex.add_re, Complex.neg_re] at h2 h3 ⊢
  linarith
```

Uniqueness follows the argument above: `hpos` applied to $v-w$ gives a strictly positive number, and $A(v-w) = 0$ turns it into $0 < 0$.

```lean
/-- If `A` is positive definite on the range of `Q`, two vectors of that range with the same
image under `A` coincide. -/
theorem solution_unique {A Q : Matrix n n ℂ} (hpos : PosDefOn A Q) {v w : n → ℂ}
    (hv : Q *ᵥ v = v) (hw : Q *ᵥ w = w) (h : A *ᵥ v = A *ᵥ w) : v = w := by
  by_contra hne
  have h1 := hpos (v - w) (by rw [Matrix.mulVec_sub, hv, hw]) (sub_ne_zero.2 hne)
  rw [Matrix.mulVec_sub, h, sub_self] at h1
  simp [braket] at h1
```

At a solution $w$ in the range of a Hermitian $Q$, $\langle w,Aw\rangle = -\langle w,Qb\rangle = -\langle w,b\rangle$, so that $F[w] = \mathrm{Re}\langle w,b\rangle = -\mathrm{Re}\langle w,Aw\rangle$.

```lean
/-- At a solution `w` of `A w = -Q b` in the range of `Q`, the functional equals
`Re ⟨w, b⟩` and also `-Re ⟨w, A w⟩`. -/
theorem value_at_solution {A Q : Matrix n n ℂ} (hQ : Q.IsHermitian) {b w : n → ℂ}
    (hw : Q *ᵥ w = w) (hs : A *ᵥ w = -(Q *ᵥ b)) :
    functional A b w = (braket w b).re ∧ functional A b w = -(braket w (A *ᵥ w)).re := by
  have h1 : braket w (A *ᵥ w) = -braket w b :=
    calc braket w (A *ᵥ w) = -braket w (Q *ᵥ b) := by
          rw [hs]; simp only [braket, dotProduct_neg]
      _ = -braket w b := by rw [← braket_herm hQ, hw]
  rw [functional, h1, Complex.neg_re]
  constructor <;> ring
```

A single direction $v$ in the range with $a = \mathrm{Re}\langle v,Av\rangle < 0$ destroys the minimum. With $c = \mathrm{Re}\langle v,b\rangle$ and real $s$, `hF` gives $F[sv] = s(sa + 2c)$. For a given bound $M$ take $s = 1+k$ with $k = (2|c| + |M|)/(-a) \geq 0$. Then $sa + 2c \leq a - |M| < 0$, which is `h1`, and multiplying this negative number by $s \geq 1$ keeps it at or below $a - |M| < M$. The borderline case of a semidefinite form is not treated by this theorem.

```lean
/-- If some `v` in the range of `Q` has `Re ⟨v, A v⟩ < 0`, the functional is unbounded below
on the range of `Q`. -/
theorem unbounded_of_negative_direction {A Q : Matrix n n ℂ} (b : n → ℂ) {v : n → ℂ}
    (hv : Q *ᵥ v = v) (hneg : (braket v (A *ᵥ v)).re < 0) (M : ℝ) :
    ∃ x, Q *ᵥ x = x ∧ functional A b x < M := by
  -- along the ray `s v` the functional is a downward parabola
  have hF : ∀ s : ℝ, functional A b ((s : ℂ) • v)
      = s * (s * (braket v (A *ᵥ v)).re + 2 * (braket v b).re) := by
    intro s
    simp only [functional, braket, star_smul, Matrix.mulVec_smul, smul_dotProduct,
      dotProduct_smul, smul_eq_mul, Complex.star_def, Complex.conj_ofReal, Complex.re_ofReal_mul]
    ring
  generalize (braket v (A *ᵥ v)).re = a at hF hneg
  generalize (braket v b).re = c at hF
  obtain ⟨k, hk0, hk⟩ : ∃ k : ℝ, 0 ≤ k ∧ k * (-a) = 2 * |c| + |M| :=
    ⟨(2 * |c| + |M|) / (-a), div_nonneg (by positivity) (by linarith),
      div_mul_cancel₀ _ (neg_pos.2 hneg).ne'⟩
  refine ⟨((1 + k : ℝ) : ℂ) • v, by rw [Matrix.mulVec_smul, hv], ?_⟩
  rw [hF]
  have h1 : (1 + k) * a + 2 * c ≤ a - |M| := by nlinarith [le_abs_self c]
  have h2 : 0 ≤ -((1 + k) * a + 2 * c) := by linarith [abs_nonneg M]
  nlinarith [mul_nonneg hk0 h2, neg_abs_le M]
```

## From the eigenvalue path to the Sternheimer equation

The matrix $A$ is `shifted (H 0) (E 0)`.

```lean
variable [DecidableEq n]

/-- The shifted Hamiltonian `H - E`. -/
def shifted (H : Matrix n n ℂ) (E : ℝ) : Matrix n n ℂ := H - (E : ℂ) • (1 : Matrix n n ℂ)
```

The first-order equation is proved for each component $i$. Here `h1` differentiates $\sum_j H_{ij}(t)u_j(t)$, `h2` differentiates $E(t)u_i(t)$, and `h3` says that the two functions agree near $0$. Uniqueness of the derivative equates the results in `h4`, and `linear_combination h5` rearranges them.

```lean
variable {H : ℝ → Matrix n n ℂ} {u : ℝ → n → ℂ} {E : ℝ → ℝ}
  {H' Q : Matrix n n ℂ} {u' : n → ℂ} {E' : ℝ}

/-- The first-order eigenvalue equation at `t = 0`: `(H - E) u' = E' u - H' u`. -/
theorem first_order_equation (h : EigenPath H u E H' u' E') :
    shifted (H 0) (E 0) *ᵥ u' = (E' : ℂ) • u 0 - H' *ᵥ u 0 := by
  ext i
  -- product rule on both sides of the eigenvalue equation
  have h1 : HasDerivAt (fun t => ∑ j, H t i j * u t j)
      (∑ j, (H' i j * u 0 j + H 0 i j * u' j)) 0 :=
    HasDerivAt.fun_sum fun j _ => (h.dH i j).fun_mul (h.du j)
  have h2 : HasDerivAt (fun t => (E t : ℂ) * u t i) (E' * u 0 i + E 0 * u' i) 0 :=
    h.dE.ofReal_comp.fun_mul (h.du i)
  have h3 : (fun t => ∑ j, H t i j * u t j) =ᶠ[𝓝 0] fun t => (E t : ℂ) * u t i :=
    h.eig.mono fun t ht => congrFun ht i
  have h4 := h1.unique (h2.congr_of_eventuallyEq h3)
  rw [Finset.sum_add_distrib] at h4
  have h5 : (H' *ᵥ u 0) i + (H 0 *ᵥ u') i = E' * u 0 i + E 0 * u' i := h4
  have h6 : (((E 0 : ℂ) • (1 : Matrix n n ℂ)) *ᵥ u') i = E 0 * u' i := by
    rw [Matrix.smul_mulVec, Matrix.one_mulVec]
    rfl
  rw [shifted, Matrix.sub_mulVec]
  simp only [Pi.sub_apply, Pi.smul_apply, smul_eq_mul, h6]
  linear_combination h5
```

Projection uses only $QH = HQ$ and $Qu = 0$; `hc'` carries the commutation over to $H - E$, and the rewrite chain applies it, inserts the first-order equation and removes the $E'$ term with `hu`.

```lean
/-- The Sternheimer equation: if `Q` commutes with `H` and annihilates `u` at `t = 0`, then
`(H - E) Q u' = -Q H' u`. -/
theorem sternheimer_equation (h : EigenPath H u E H' u' E') (hc : Q * H 0 = H 0 * Q)
    (hu : Q *ᵥ u 0 = 0) :
    shifted (H 0) (E 0) *ᵥ (Q *ᵥ u') = -(Q *ᵥ (H' *ᵥ u 0)) := by
  have hc' : shifted (H 0) (E 0) * Q = Q * shifted (H 0) (E 0) := by
    simp only [shifted, sub_mul, mul_sub, smul_mul_assoc, mul_smul_comm, one_mul, mul_one, hc]
  rw [Matrix.mulVec_mulVec, hc', ← Matrix.mulVec_mulVec, first_order_equation h,
    Matrix.mulVec_sub, Matrix.mulVec_smul, hu, smul_zero, zero_sub]
```

## The variational principle

The hypotheses `hH`, `hQ`, `hc`, `hpos` and `hu` all refer to $t = 0$, and $Q$ is one fixed matrix. The four conclusions read: `Q *ᵥ u'` lies in the range, it solves the equation, every solution in the range equals it, and every other vector in the range has a strictly larger value of $F$. Only $Qu'$ is determined; the component $(1-Q)u'$ is left open. The perturbation $H'$ is given data. In self-consistent density-functional response $H'$ itself depends on the first-order orbitals; the theorem can then be applied with the converged $H'$, but it does not determine that $H'$. Infinite-dimensional spaces and frequency-dependent perturbations lie beyond the model. The proof shows in `hA` that $H - E$ is Hermitian because $E$ is real, and then combines `solution_unique` and `functional_gap` with `hpos` at $v - w$.

```lean
/-- Sternheimer variational principle: `w = Q u'` is the unique solution in the range of `Q`
of `(H - E) w = -Q H' u`, and the strict minimiser there of
`Re ⟨w, (H - E) w⟩ + 2 Re ⟨w, H' u⟩`. -/
theorem sternheimer_variational (h : EigenPath H u E H' u' E') (hH : (H 0).IsHermitian)
    (hQ : IsOrthProj Q) (hc : Q * H 0 = H 0 * Q) (hpos : PosDefOn (shifted (H 0) (E 0)) Q)
    (hu : Q *ᵥ u 0 = 0) :
    Q *ᵥ (Q *ᵥ u') = Q *ᵥ u' ∧
    shifted (H 0) (E 0) *ᵥ (Q *ᵥ u') = -(Q *ᵥ (H' *ᵥ u 0)) ∧
    (∀ v, Q *ᵥ v = v → shifted (H 0) (E 0) *ᵥ v = -(Q *ᵥ (H' *ᵥ u 0)) → v = Q *ᵥ u') ∧
    (∀ v, Q *ᵥ v = v → v ≠ Q *ᵥ u' →
      functional (shifted (H 0) (E 0)) (H' *ᵥ u 0) (Q *ᵥ u')
        < functional (shifted (H 0) (E 0)) (H' *ᵥ u 0) v) := by
  have hw : Q *ᵥ (Q *ᵥ u') = Q *ᵥ u' := by rw [Matrix.mulVec_mulVec, hQ.idem]
  have hs := sternheimer_equation h hc hu
  have hA : (shifted (H 0) (E 0)).IsHermitian := by
    show (shifted (H 0) (E 0))ᴴ = shifted (H 0) (E 0)
    simp [shifted, Matrix.conjTranspose_sub, Matrix.conjTranspose_smul, hH.eq]
  refine ⟨hw, hs, fun v hv hsv => solution_unique hpos hv hw (hsv.trans hs.symm),
    fun v hv hne => ?_⟩
  -- the excess over the value at `w` is a positive quadratic form
  have h1 := hpos (v - Q *ᵥ u') (by rw [Matrix.mulVec_sub, hv, hw]) (sub_ne_zero.2 hne)
  rw [functional_gap hA hQ.herm hv hw hs]
  linarith
```

## A two-level example

With basis states indexed $0$ and $1$, take
$$H(t) = \begin{pmatrix} t^2+t & -t \\ -t & 1+t\end{pmatrix},\qquad u(t) = \begin{pmatrix}1\\ t\end{pmatrix},\qquad E(t) = t,\qquad Q = \begin{pmatrix}0&0\\0&1\end{pmatrix}.$$

```lean
/-- A two-level Hamiltonian family. -/
def twoLevelH (t : ℝ) : Matrix (Fin 2) (Fin 2) ℂ :=
  !![(t : ℂ) * t + t, -(t : ℂ); -(t : ℂ), 1 + (t : ℂ)]

/-- The vector family `(1, t)`. -/
def twoLevelU (t : ℝ) : Fin 2 → ℂ := ![1, (t : ℂ)]

/-- The projector onto the second basis state. -/
def twoLevelQ : Matrix (Fin 2) (Fin 2) ℂ := !![0, 0; 0, 1]
```

Direct multiplication gives $H(t)u(t) = (t, t^2) = t\,u(t)$. At $t = 0$, $A = \mathrm{diag}(0,1)$, $b = (1,-1)$ and $w = (0,1)$, so $Aw = (0,1) = -Qb$. For complex $z$, $F[(0,z)] = |z|^2 - 2\,\mathrm{Re}\,z$ has its minimum $-1$ at $z = 1$, whereas along $u$, outside the range, $F[(z,0)] = 2\,\mathrm{Re}\,z$ is unbounded below. The normalised state $u(t)/\sqrt{1+t^2}$ has the same value $(1,0)$ and the same derivative $(0,1)$ at $t = 0$, so these numbers are unchanged by normalisation. The theorem verifies every hypothesis of `sternheimer_variational` for this family, together with $u \neq 0$ and $Qu' \neq 0$; in the positivity step `h0` shows $v_0 = 0$ and `h2` reduces the form to $|v_1|^2$.

```lean
/-- The two-level family with `E(t) = t` meets all hypotheses of the variational principle,
with `u(0) ≠ 0` and `Q u' ≠ 0`. -/
theorem sternheimer_witness :
    EigenPath twoLevelH twoLevelU (fun t => t) !![1, -1; -1, 1] ![0, 1] 1 ∧
    (∀ t, (twoLevelH t).IsHermitian) ∧ IsOrthProj twoLevelQ ∧
    twoLevelQ * twoLevelH 0 = twoLevelH 0 * twoLevelQ ∧
    PosDefOn (shifted (twoLevelH 0) 0) twoLevelQ ∧ twoLevelQ *ᵥ twoLevelU 0 = 0 ∧
    twoLevelU 0 ≠ 0 ∧ twoLevelQ *ᵥ ![0, 1] ≠ 0 := by
  have h : HasDerivAt (fun t : ℝ => (t : ℂ)) 1 0 := (hasDerivAt_id' (0 : ℝ)).ofReal_comp
  refine ⟨⟨fun i j => ?_, fun i => ?_, hasDerivAt_id' 0, Eventually.of_forall fun t => ?_⟩,
    fun t => ?_, ⟨?_, ?_⟩, ?_, fun v hv hne => ?_, ?_, fun h0 => ?_, fun h0 => ?_⟩
  · fin_cases i <;> fin_cases j
    · exact ((h.fun_mul h).fun_add h).congr_deriv (by simp)
    · exact h.fun_neg.congr_deriv (by simp)
    · exact h.fun_neg.congr_deriv (by simp)
    · exact (h.const_add 1).congr_deriv (by simp)
  · fin_cases i
    · exact (hasDerivAt_const (0 : ℝ) (1 : ℂ)).congr_deriv (by simp)
    · exact h.congr_deriv (by simp)
  · ext i
    fin_cases i <;>
      simp [twoLevelH, twoLevelU, Matrix.mulVec, dotProduct, Fin.sum_univ_two]
    ring
  · show (twoLevelH t)ᴴ = twoLevelH t
    ext i j
    fin_cases i <;> fin_cases j <;> simp [twoLevelH, Matrix.conjTranspose_apply]
  · show twoLevelQᴴ = twoLevelQ
    ext i j
    fin_cases i <;> fin_cases j <;> simp [twoLevelQ, Matrix.conjTranspose_apply]
  · ext i j
    fin_cases i <;> fin_cases j <;> simp [twoLevelQ, Matrix.mul_apply, Fin.sum_univ_two]
  · ext i j
    fin_cases i <;> fin_cases j <;>
      simp [twoLevelQ, twoLevelH, Matrix.mul_apply, Fin.sum_univ_two]
  · have h0 : v 0 = 0 := by
      simpa [twoLevelQ, Matrix.mulVec, dotProduct, Fin.sum_univ_two] using (congrFun hv 0).symm
    have h1 : v 1 ≠ 0 := fun h1 => hne (by ext i; fin_cases i <;> simp [h0, h1])
    have h2 : braket v (shifted (twoLevelH 0) 0 *ᵥ v) = star (v 1) * v 1 := by
      simp [braket, shifted, twoLevelH, Matrix.mulVec, dotProduct, Fin.sum_univ_two, h0]
    have h3 := Complex.normSq_pos.2 h1
    rw [Complex.normSq_apply] at h3
    rw [h2]
    simpa using h3
  · ext i
    fin_cases i <;> simp [twoLevelQ, twoLevelU, Matrix.mulVec, dotProduct, Fin.sum_univ_two]
  · simpa [twoLevelU] using congrFun h0 0
  · simpa [twoLevelQ, Matrix.mulVec, dotProduct, Fin.sum_univ_two] using congrFun h0 1

end

end SternheimerVariational
```

```lean
#print axioms SternheimerVariational.value_at_solution
#print axioms SternheimerVariational.unbounded_of_negative_direction
#print axioms SternheimerVariational.sternheimer_variational
```

```
'SternheimerVariational.value_at_solution' depends on axioms: [propext, Classical.choice, Quot.sound]
'SternheimerVariational.unbounded_of_negative_direction' depends on axioms: [propext, Classical.choice, Quot.sound]
'SternheimerVariational.sternheimer_variational' depends on axioms: [propext, Classical.choice, Quot.sound]
```

## Solving the equation iteratively

In a calculation with orthonormal occupied orbitals $\phi_m$, all eigenvectors of $H$, the projector is applied as $Qx = x - \sum_m \phi_m\langle\phi_m,x\rangle$, so no empty state has to be computed. For a trial vector $v$ in the range, the residual $r = -Qb - Av$ is again in the range, and for real $\alpha$
$$F[v+\alpha r] = F[v] - 2\alpha\langle r,r\rangle + \alpha^2\langle r,Ar\rangle ,$$
which for $r \neq 0$ is lowest at $\alpha = \langle r,r\rangle/\langle r,Ar\rangle$. Conjugate gradients refine this step and use $H$ only through its action on vectors; reapplying $Q$ during the iteration keeps rounding errors from building up occupied components, along which $A$ can be zero or negative. These algorithmic statements and the remark on Berry curvature are added for orientation and are not among the theorems above. The identity `functional_gap` does bear on the iteration directly: a deviation $d$ from the solution $w$ that lies in the range of $Q$ changes $F$ by $\mathrm{Re}\langle d,Ad\rangle$, which is of second order in $d$. A deviation outside the range can change $F$ at first order, as $F[(z,1)] = -1 + 2\,\mathrm{Re}\,z$ shows in the two-level example.
